# A zero-frequency RPA chain of length four when only A − B is positive semidefinite

Take two particle-hole pairs and the real symmetric matrices

$$A=\begin{pmatrix}1/2&1/2\\1/2&0\end{pmatrix},\quad B=\begin{pmatrix}-1/2&1/2\\1/2&0\end{pmatrix},\quad M=\begin{pmatrix}A&B\\-B&-A\end{pmatrix}.$$

Then

$$K=A-B=\begin{pmatrix}1&0\\0&0\end{pmatrix},\qquad L=A+B=\begin{pmatrix}0&1\\1&0\end{pmatrix}.$$

$K$ is positive semidefinite. $L$ has eigenvalues $\pm1$ and is indefinite. The matrices are chosen for their algebra and are not computed for a particular molecule. Let $e_0=(1,0)$ and $e_1=(0,1)$, and write a vector as $(X,Y)$, with excitation amplitudes $X$ and de-excitation amplitudes $Y$. Multiplying out gives

$$(e_1,0)\to\tfrac12(e_0,-e_0)\to\tfrac12(e_0,e_0)\to\tfrac12(e_1,-e_1)\to0,$$

where each arrow is one application of $M$. This is a chain of length four at frequency zero: $M^3\neq0$, while $M^4=0$.

For real symmetric blocks of any finite size, four is an upper bound when $K$ is semidefinite. The bound is two when $L$ is semidefinite as well. In a finite RPA, TDDFT or BSE problem of this real form, a chain longer than one means that the eigenvectors of $M$ do not span the space.

## Real blocks in the RPA pattern

With real orbitals the response equation is $M(X,Y)=\omega(X,Y)$. Put $s=X+Y$ and $d=X-Y$. Since $M(X,Y)=(AX+BY,\,-BX-AY)$, adding and subtracting the halves gives

$$s\mapsto Kd,\qquad d\mapsto Ls.$$

The proofs of both chain bounds use this exchange. With complex blocks the lower row becomes $-B^*,-A^*$, and the exchange is lost in general.

In Lean, `n` is a finite index type for particle-hole pairs, `n ⊕ n` indexes the two halves of a vector, and `rpa A B` is $M$. The functions `sumAmp` and `diffAmp` give $s$ and $d$.

```lean
import Mathlib

open Matrix

namespace RPAZeroModeChain

noncomputable section

variable {n : Type*} [Fintype n]

/-- The linear-response (RPA) matrix with blocks `A, B` in the first row and `-B, -A` in the
second. -/
def rpa (A B : Matrix n n ℝ) : Matrix (n ⊕ n) (n ⊕ n) ℝ := fromBlocks A B (-B) (-A)

/-- The sum `X + Y` of the excitation and de-excitation amplitudes. -/
def sumAmp (v : n ⊕ n → ℝ) : n → ℝ := fun i => v (Sum.inl i) + v (Sum.inr i)

/-- The difference `X - Y` of the excitation and de-excitation amplitudes. -/
def diffAmp (v : n ⊕ n → ℝ) : n → ℝ := fun i => v (Sum.inl i) - v (Sum.inr i)
```

The lemma `rpa_sum_diff` expands the block sums and compares them term by term. The next lemma allows $M^kv=0$ to be tested on $s$ and $d$ separately.

```lean
/-- The response matrix maps the difference of the amplitudes to their sum through `A - B`, and
the sum to the difference through `A + B`. -/
theorem rpa_sum_diff (A B : Matrix n n ℝ) (v : n ⊕ n → ℝ) :
    sumAmp (rpa A B *ᵥ v) = (A - B) *ᵥ diffAmp v ∧
      diffAmp (rpa A B *ᵥ v) = (A + B) *ᵥ sumAmp v := by
  constructor <;> funext i <;>
    simp only [sumAmp, diffAmp, rpa, Matrix.mulVec, dotProduct, Fintype.sum_sum_type,
      Matrix.fromBlocks_apply₁₁, Matrix.fromBlocks_apply₁₂, Matrix.fromBlocks_apply₂₁,
      Matrix.fromBlocks_apply₂₂, Matrix.neg_apply, Matrix.sub_apply, Matrix.add_apply,
      ← Finset.sum_add_distrib, ← Finset.sum_sub_distrib] <;>
    exact Finset.sum_congr rfl fun j _ => by ring

omit [Fintype n] in
/-- An amplitude vector vanishes exactly when the sum and the difference of its two halves
vanish. -/
theorem eq_zero_iff_sum_diff (v : n ⊕ n → ℝ) : v = 0 ↔ sumAmp v = 0 ∧ diffAmp v = 0 := by
  constructor
  · rintro rfl
    constructor <;> funext i <;> simp [sumAmp, diffAmp]
  · rintro ⟨hs, hd⟩
    funext i
    rcases i with i | i
    all_goals
      have h1 := congrFun hs i
      have h2 := congrFun hd i
      simp only [sumAmp, diffAmp, Pi.zero_apply] at h1 h2 ⊢
      linarith
```

## Symmetry of A and B

In Hartree–Fock and adiabatic TDDFT with real orbitals, $A$ and $B$ are symmetric because they are built from second derivatives of an energy. Their symmetry makes $K$ and $L$ symmetric, so either can be moved across a scalar product: $x\cdot Ky=(Kx)\cdot y$.

```lean
/-- A symmetric matrix can be moved from one side of the scalar product to the other. -/
theorem symm_dot {K : Matrix n n ℝ} (hK : K.IsSymm) (x y : n → ℝ) :
    x ⬝ᵥ (K *ᵥ y) = (K *ᵥ x) ⬝ᵥ y := by
  rw [Matrix.dotProduct_mulVec, ← Matrix.mulVec_transpose, hK.eq]
```

Without symmetry the bound of two fails. Let $K=\begin{pmatrix}0&1\\-1&0\end{pmatrix}$, whose quadratic form is zero everywhere, and $L=\begin{pmatrix}1&0\\0&0\end{pmatrix}$. Starting from $d=e_1$, $s=0$, the nonzero parts are $d=e_1$, $s=e_0$, $d=e_0$, $s=-e_1$, and then everything vanishes: length four, although neither form is ever negative.

## No negative direction in A − B

In Hartree–Fock response, $K$ measures the energy curvature under imaginary orbital rotations. With an adiabatic LDA or GGA functional it is the diagonal matrix of orbital-energy differences, non-negative for aufbau filling. The hypothesis `∀ x, 0 ≤ x ⬝ᵥ ((A - B) *ᵥ x)` allows zero curvature but no negative curvature.

It is used to turn a vanishing form into a null vector. If $x\cdot Kx=0$, then for every real $t$

$$0\le(x+tKx)\cdot K(x+tKx)=2t\,|Kx|^2+t^2\,(Kx)\cdot K(Kx).$$

The discriminant $4|Kx|^4$ of this polynomial cannot be positive, so $Kx=0$. The Lean proof calls the polynomial inequality `key` and applies `discrim_le_zero`.

```lean
/-- For a symmetric positive semidefinite matrix, a vector of zero quadratic form is a null
vector. -/
theorem null_of_form_zero {K : Matrix n n ℝ} (hK : K.IsSymm)
    (hpos : ∀ x, 0 ≤ x ⬝ᵥ (K *ᵥ x)) (x : n → ℝ) (h : x ⬝ᵥ (K *ᵥ x) = 0) : K *ᵥ x = 0 := by
  have e := symm_dot hK x (K *ᵥ x)
  -- the form along the line x + t K x is a non-negative quadratic polynomial in t
  have key : ∀ t : ℝ, 0 ≤ ((K *ᵥ x) ⬝ᵥ (K *ᵥ (K *ᵥ x))) * (t * t)
      + (2 * ((K *ᵥ x) ⬝ᵥ (K *ᵥ x))) * t + 0 := by
    intro t
    have ht := hpos (x + t • (K *ᵥ x))
    simp only [Matrix.mulVec_add, Matrix.mulVec_smul, dotProduct_add, add_dotProduct,
      smul_dotProduct, dotProduct_smul, smul_eq_mul, h, e] at ht
    linarith
  have hd := discrim_le_zero key
  unfold discrim at hd
  have h2 : ((K *ᵥ x) ⬝ᵥ (K *ᵥ x)) ^ 2 = 0 := le_antisymm (by nlinarith) (sq_nonneg _)
  exact dotProduct_self_eq_zero.mp (pow_eq_zero_iff two_ne_zero |>.mp h2)
```

To bound chains of every length it is enough to treat one power. Suppose $M^{p+1}v=0$ always implies $M^pv=0$, and let $M^{k+1}v=0$. If $k+1\le p$, multiply by the missing powers. Otherwise write $k=p+j$; the assumption applied to $M^jv$ gives $M^kv=0$, and induction on $k$ finishes.

```lean
/-- If the null spaces of the powers of `M` stop growing at the power `p`, every vector
annihilated by some power of `M` is annihilated by `M ^ p`. -/
theorem chain_stops {m : Type*} [Fintype m] [DecidableEq m] (M : Matrix m m ℝ) (p : ℕ)
    (hstep : ∀ v, M ^ (p + 1) *ᵥ v = 0 → M ^ p *ᵥ v = 0) (k : ℕ) (v : m → ℝ) :
    M ^ k *ᵥ v = 0 → M ^ p *ᵥ v = 0 := by
  induction k with
  | zero =>
    intro h
    rw [pow_zero, Matrix.one_mulVec] at h
    rw [h, Matrix.mulVec_zero]
  | succ k ih =>
    intro h
    by_cases hk : k + 1 ≤ p
    · obtain ⟨j, hj⟩ := Nat.exists_eq_add_of_le hk
      rw [hj, add_comm (k + 1) j, pow_add, ← Matrix.mulVec_mulVec, h, Matrix.mulVec_zero]
    · obtain ⟨j, hj⟩ := Nat.exists_eq_add_of_le (show p ≤ k by omega)
      apply ih
      rw [hj, pow_add, ← Matrix.mulVec_mulVec]
      apply hstep
      rw [Matrix.mulVec_mulVec, ← pow_add, show p + 1 + j = k + 1 by omega]
      exact h
```

## No negative direction in A + B either

In Hartree–Fock and adiabatic TDDFT, $L$ measures the energy curvature under real orbital rotations, so there this further hypothesis excludes real instabilities. The symmetry of $A$ and $B$ is still assumed. If $M^3v=0$, then $KLKd=0$ and $LKLs=0$. Hence

$$(Ls)\cdot K(Ls)=s\cdot LKLs=0,\qquad (Kd)\cdot L(Kd)=d\cdot KLKd=0,$$

so $KLs=0$ and $LKd=0$, which together say $M^2v=0$. The two bullets at the end of the Lean proof are these two equations.

```lean
/-- If `A - B` and `A + B` are both positive semidefinite, a zero-frequency chain has length at
most two. -/
theorem chain_le_two [DecidableEq n] {A B : Matrix n n ℝ} (hA : A.IsSymm) (hB : B.IsSymm)
    (hK : ∀ x, 0 ≤ x ⬝ᵥ ((A - B) *ᵥ x)) (hL : ∀ x, 0 ≤ x ⬝ᵥ ((A + B) *ᵥ x))
    (k : ℕ) (v : n ⊕ n → ℝ) (h : rpa A B ^ k *ᵥ v = 0) : rpa A B ^ 2 *ᵥ v = 0 := by
  refine chain_stops _ 2 (fun w hw => ?_) k v h
  have sK := hA.sub hB
  have sL := hA.add hB
  simp only [pow_succ, pow_zero, one_mul, ← Matrix.mulVec_mulVec] at hw ⊢
  rw [eq_zero_iff_sum_diff] at hw ⊢
  simp only [(rpa_sum_diff A B _).1, (rpa_sum_diff A B _).2] at hw ⊢
  constructor
  · apply null_of_form_zero sK hK
    rw [← symm_dot sL, hw.2, dotProduct_zero]
  · apply null_of_form_zero sL hL
    rw [← symm_dot sK, hw.1, dotProduct_zero]
```

## No sign condition on A + B

Now $L$ may be indefinite, but $A$ and $B$ are still assumed symmetric, and the proof uses the symmetry of both $K$ and $L$. Only the form of $K$ has a sign to work with. Suppose $KLKLKy=0$ and set $z=LKy$. Then

$$z\cdot Kz=(Ky)\cdot LKLKy=y\cdot KLKLKy=0,$$

so $Kz=KLKy=0$. This is `five` in the proof. If $M^5v=0$, its two parts are $KLKLKd=0$ and $LKLKLs=0$. The first gives $KLKd=0$, hence $LKLKd=0$. Applying $K$ to the second and taking $y=Ls$ gives $KLKLs=0$. These are the two parts of $M^4v=0$.

```lean
/-- If `A - B` is positive semidefinite, with no sign condition on `A + B`, a zero-frequency
chain has length at most four. -/
theorem chain_le_four [DecidableEq n] {A B : Matrix n n ℝ} (hA : A.IsSymm) (hB : B.IsSymm)
    (hK : ∀ x, 0 ≤ x ⬝ᵥ ((A - B) *ᵥ x))
    (k : ℕ) (v : n ⊕ n → ℝ) (h : rpa A B ^ k *ᵥ v = 0) : rpa A B ^ 4 *ᵥ v = 0 := by
  refine chain_stops _ 4 (fun w hw => ?_) k v h
  have sK := hA.sub hB
  have sL := hA.add hB
  -- with K = A - B and L = A + B: K L K L K y = 0 forces K L K y = 0
  have five : ∀ y, (A - B) *ᵥ ((A + B) *ᵥ ((A - B) *ᵥ ((A + B) *ᵥ ((A - B) *ᵥ y)))) = 0 →
      (A - B) *ᵥ ((A + B) *ᵥ ((A - B) *ᵥ y)) = 0 := by
    intro y hy
    apply null_of_form_zero sK hK
    rw [← symm_dot sL, ← symm_dot sK, hy, dotProduct_zero]
  simp only [pow_succ, pow_zero, one_mul, ← Matrix.mulVec_mulVec] at hw ⊢
  rw [eq_zero_iff_sum_diff] at hw ⊢
  simp only [(rpa_sum_diff A B _).1, (rpa_sum_diff A B _).2] at hw ⊢
  constructor
  · apply five
    rw [hw.2, Matrix.mulVec_zero]
  · rw [five _ hw.1, Matrix.mulVec_zero]
```

If $K$ may be indefinite too, the bound of four fails with three pairs. Let $K$ swap $e_0,e_1$ and annihilate $e_2$, and let $L$ swap $e_0,e_2$ and fix $e_1$. Starting from $s=e_2$, $d=0$, the nonzero parts are

$$s=e_2,\quad d=e_0,\quad s=e_1,\quad d=e_1,\quad s=e_0,\quad d=e_2,$$

followed by zero: a chain of length six. This example and the non-symmetric one above are argued in prose only.

## The bound of four is attained

The matrices from the start are `exA` and `exB`, and `explicit_chain` checks the four arrows component by component.

```lean
/-- The block `A` of the example with two particle-hole pairs. -/
def exA : Matrix (Fin 2) (Fin 2) ℝ := !![1/2, 1/2; 1/2, 0]

/-- The coupling block `B` of the example with two particle-hole pairs. -/
def exB : Matrix (Fin 2) (Fin 2) ℝ := !![-1/2, 1/2; 1/2, 0]

/-- Four explicit amplitude vectors, each mapped to the next by the response matrix of the
example, the last one to zero. -/
theorem explicit_chain :
    rpa exA exB *ᵥ Sum.elim ![0, 1] ![0, 0] = Sum.elim ![1/2, 0] ![-1/2, 0] ∧
    rpa exA exB *ᵥ Sum.elim ![1/2, 0] ![-1/2, 0] = Sum.elim ![1/2, 0] ![1/2, 0] ∧
    rpa exA exB *ᵥ Sum.elim ![1/2, 0] ![1/2, 0] = Sum.elim ![0, 1/2] ![0, -1/2] ∧
    rpa exA exB *ᵥ Sum.elim ![0, 1/2] ![0, -1/2] = 0 := by
  refine ⟨?_, ?_, ?_, ?_⟩ <;> funext i <;> rcases i with i | i <;> fin_cases i <;>
    simp [rpa, exA, exB, Matrix.mulVec, dotProduct, Fintype.sum_sum_type,
      Fin.sum_univ_two] <;> norm_num
```

The last theorem collects the properties. The form of $K$ is $x_0^2$, and the form of $L$ is negative at $(1,-1)$ and positive at $(1,1)$. By hand, $M^2$ sends $s$ to $KLs$ and $d$ to $LKd$; both products square to zero, so $M^4=0$. Lean computes $M^2$ in blocks and squares it. For $M^3\neq0$ it follows the chain from $(e_1,0)$ to $\tfrac12(e_1,-e_1)$.

```lean
/-- In the example `A` and `B` are symmetric, `A - B` is positive semidefinite, `A + B` is
indefinite, and the response matrix `M` has `M ^ 4 = 0` but `M ^ 3 ≠ 0`. -/
theorem zero_mode_chain_of_length_four :
    exA.IsSymm ∧ exB.IsSymm ∧ (∀ x, 0 ≤ x ⬝ᵥ ((exA - exB) *ᵥ x)) ∧
    (∃ x, x ⬝ᵥ ((exA + exB) *ᵥ x) < 0) ∧ (∃ x, 0 < x ⬝ᵥ ((exA + exB) *ᵥ x)) ∧
    rpa exA exB ^ 4 = 0 ∧ rpa exA exB ^ 3 ≠ 0 := by
  have eK : exA - exB = !![1, 0; 0, 0] := by
    ext i j
    fin_cases i <;> fin_cases j <;> norm_num [exA, exB]
  have eL : exA + exB = !![0, 1; 1, 0] := by
    ext i j
    fin_cases i <;> fin_cases j <;> norm_num [exA, exB]
  -- the square of the response matrix, in blocks
  have sq : rpa exA exB * rpa exA exB = fromBlocks !![0, 1/2; 1/2, 0] !![0, 1/2; -1/2, 0]
      !![0, 1/2; -1/2, 0] !![0, 1/2; 1/2, 0] := by
    ext i j
    rcases i with i | i <;> rcases j with j | j <;> fin_cases i <;> fin_cases j <;>
      simp [rpa, exA, exB, Matrix.mul_apply, Fintype.sum_sum_type, Fin.sum_univ_two] <;>
      norm_num
  refine ⟨?_, ?_, fun x => ?_, ⟨![1, -1], ?_⟩, ⟨![1, 1], ?_⟩, ?_, fun h => ?_⟩
  · exact Matrix.IsSymm.ext fun i j => by fin_cases i <;> fin_cases j <;> simp [exA]
  · exact Matrix.IsSymm.ext fun i j => by fin_cases i <;> fin_cases j <;> simp [exB]
  · have e : x ⬝ᵥ ((exA - exB) *ᵥ x) = x 0 ^ 2 := by
      rw [eK]
      simp [Matrix.mulVec, dotProduct, Fin.sum_univ_two]
      ring
    rw [e]
    positivity
  · rw [eL]
    simp [Matrix.mulVec, dotProduct, Fin.sum_univ_two]
  · rw [eL]
    simp [Matrix.mulVec, dotProduct, Fin.sum_univ_two]
  · rw [show rpa exA exB ^ 4 = (rpa exA exB * rpa exA exB) * (rpa exA exB * rpa exA exB) by
      noncomm_ring, sq]
    ext i j
    rcases i with i | i <;> rcases j with j | j <;> fin_cases i <;> fin_cases j <;>
      simp [Matrix.mul_apply, Fintype.sum_sum_type, Fin.sum_univ_two] <;> norm_num
  · -- the third power does not annihilate the head of the explicit chain
    obtain ⟨h1, h2, h3, _⟩ := explicit_chain
    have h4 : rpa exA exB ^ 3 *ᵥ Sum.elim ![0, 1] ![0, 0] = Sum.elim ![0, 1/2] ![0, -1/2] := by
      simp only [pow_succ, pow_zero, one_mul, ← Matrix.mulVec_mulVec]
      rw [h1, h2, h3]
    rw [h, Matrix.zero_mulVec] at h4
    have h5 := congrFun h4 (Sum.inl 1)
    norm_num at h5

end

end RPAZeroModeChain
```

```lean
#print axioms RPAZeroModeChain.chain_le_two
#print axioms RPAZeroModeChain.chain_le_four
#print axioms RPAZeroModeChain.zero_mode_chain_of_length_four
```

```
'RPAZeroModeChain.chain_le_two' depends on axioms: [propext, Classical.choice, Quot.sound]
'RPAZeroModeChain.chain_le_four' depends on axioms: [propext, Classical.choice, Quot.sound]
'RPAZeroModeChain.zero_mode_chain_of_length_four' depends on axioms: [propext, Classical.choice, Quot.sound]
```

The reduced problem $KLs=\omega^2s$ has a matrix of half the size. Its chains at $\omega^2=0$ are counted in powers of $KL$: the example has length two there, and the bounds four and two become two and one.
